# At a given frequency, every triplet spin state of an electron–proton pair has the same magnetic dipole rate to the singlet

## Spin states, operators and units

The system is one electron and one proton, each reduced to its spin. A joint state is a complex function $\psi(a,b)$, with $a$ for the electron and $b$ for the proton; the value 0 means up and 1 means down. Spins are in units of $\hbar$, and all other quantities are in atomic units, where the speed of light is $1/\alpha$ with $\alpha$ the fine-structure constant.

```lean
import Mathlib

open Matrix
open scoped Kronecker

namespace HyperfineMagneticDipole

noncomputable section
```

The components $x,y,z$ carry the labels $i=0,1,2$, so the Pauli matrices are

$$\sigma_0=\begin{pmatrix}0&1\\1&0\end{pmatrix},\quad \sigma_1=\begin{pmatrix}0&-i\\i&0\end{pmatrix},\quad \sigma_2=\begin{pmatrix}1&0\\0&-1\end{pmatrix}.$$

An $i$ inside a matrix or an amplitude is the imaginary unit; as a subscript it is the component label.

```lean
/-- The three Pauli matrices, in the order x, y, z. -/
def pauli : Fin 3 → Matrix (Fin 2) (Fin 2) ℂ :=
  ![!![0, 1; 1, 0], !![0, -Complex.I; Complex.I, 0], !![1, 0; 0, -1]]
```

The state space is $\mathbb C^2\otimes\mathbb C^2$, written as functions on pairs of indices.

```lean
/-- A joint spin state; the first index is the electron, the second the proton,
with 0 for up and 1 for down. -/
abbrev SpinState := Fin 2 × Fin 2 → ℂ
```

The electron spin is $S_i=\tfrac12\sigma_i\otimes 1$. The symbol `⊗ₖ` is the Kronecker product of matrices.

```lean
/-- The electron spin component `S_i = σ_i/2`, acting on the first factor. -/
def spinS (i : Fin 3) : Matrix (Fin 2 × Fin 2) (Fin 2 × Fin 2) ℂ :=
  ((1 / 2 : ℂ) • pauli i) ⊗ₖ (1 : Matrix (Fin 2) (Fin 2) ℂ)
```

The proton spin is $I_i=1\otimes\tfrac12\sigma_i$.

```lean
/-- The proton spin component `I_i = σ_i/2`, acting on the second factor. -/
def spinI (i : Fin 3) : Matrix (Fin 2 × Fin 2) (Fin 2 × Fin 2) ℂ :=
  (1 : Matrix (Fin 2) (Fin 2) ℂ) ⊗ₖ ((1 / 2 : ℂ) • pauli i)
```

Their scalar product, $S\cdot I=\sum_i S_iI_i$, is the operator in the contact hyperfine interaction of an s electron.

```lean
/-- The scalar product `S·I` of the electron and proton spins. -/
def spinDot : Matrix (Fin 2 × Fin 2) (Fin 2 × Fin 2) ℂ :=
  ∑ i, spinS i * spinI i
```

The singlet $s$ is normalised: $s(0,1)=1/\sqrt2$, $s(1,0)=-1/\sqrt2$, and the other two entries vanish.

```lean
/-- The singlet state `(ud - du)/√2`. -/
def singlet : SpinState :=
  fun p => (!![0, 1; -1, 0] : Matrix (Fin 2) (Fin 2) ℂ) p.1 p.2 / ((√2 : ℝ) : ℂ)
```

A triplet state is one with $\psi(a,b)=\psi(b,a)$. This covers all superpositions of the three usual basis states, and also the zero vector, which the normalisation condition excludes later.

```lean
/-- A triplet state is symmetric under exchange of the two spin labels. -/
def IsTriplet (ψ : SpinState) : Prop := ∀ a b, ψ (a, b) = ψ (b, a)
```

The strength of the transition from $\psi$ to the singlet is $\sum_i|\langle s,S_i\psi\rangle|^2$. In Lean, `star singlet ⬝ᵥ` is the inner product with the left-hand vector conjugated, and `*ᵥ` applies a matrix to a state.

```lean
/-- The electron-spin strength from `ψ` to the singlet, summed over the three components. -/
def singletStrength (ψ : SpinState) : ℝ :=
  ∑ i, ‖star singlet ⬝ᵥ (spinS i *ᵥ ψ)‖ ^ 2
```

The electron's magnetic moment is $\mu_i=-(g\alpha/2)S_i$, where $g$ is the electron g-factor and $\alpha/2$ is the Bohr magneton in the Gaussian form of atomic units, which is used here. The proton's moment, which is much smaller, is left out.

```lean
/-- The electron's spin magnetic moment `-(gα/2) S_i` in Gaussian atomic units. -/
def magneticMoment (g α : ℝ) (i : Fin 3) : Matrix (Fin 2 × Fin 2) (Fin 2 × Fin 2) ℂ :=
  ((-(g * α / 2) : ℝ) : ℂ) • spinS i
```

The rate at angular frequency $\omega$ is defined as

$$\Gamma(\psi\to\varphi)=\tfrac43\alpha^3\omega^3\sum_i|\langle\varphi,\mu_i\psi\rangle|^2 .$$

This formula is postulated. It stands for spontaneous emission into empty space, summed over photon directions and polarisations, with a wavelength much larger than the atom. The orbital state is taken to be the same before and after, so it contributes a factor of one. The frequency is a free parameter and is not computed from a hyperfine Hamiltonian.

```lean
/-- The magnetic dipole rate formula from `ψ` to `φ` at angular frequency `ω`, with the electron's
spin moment alone, in Gaussian atomic units. -/
def m1Rate (g α ω : ℝ) (ψ φ : SpinState) : ℝ :=
  4 / 3 * α ^ 3 * ω ^ 3 * ∑ i, ‖star φ ⬝ᵥ (magneticMoment g α i *ᵥ ψ)‖ ^ 2
```

## The spin scalar product as an exchange

The first step is the identity

$$\sum_i(\sigma_i)_{ac}(\sigma_i)_{bd}=2\,\delta_{ad}\delta_{bc}-\delta_{ac}\delta_{bd}.$$

If $a=c$ and $b=d$, only $\sigma_2$ contributes. It gives $+1$ for $a=b$ and $-1$ for $a\ne b$, which is $2\delta_{ab}-1$. If $a\neq c$ and $b\neq d$, then $\sigma_0$ gives $1$, while $\sigma_1$ gives $-1$ for $a=b$ and $+1$ for $a\ne b$. The sum is 0 or 2, and it is 2 exactly when $a=d$ and $b=c$. If only one of the two pairs is equal, both sides vanish. Lean checks the sixteen index choices one by one.

```lean
/-- Completeness of the Pauli matrices: their summed product is twice the exchange
of the two spin labels minus the identity. -/
theorem pauli_completeness (a b c d : Fin 2) :
    ∑ i, pauli i a c * pauli i b d =
      2 * (if a = d ∧ b = c then 1 else 0) - (if a = c ∧ b = d then 1 else 0) := by
  fin_cases a <;> fin_cases b <;> fin_cases c <;> fin_cases d <;>
    simp [pauli, Fin.sum_univ_three] <;> norm_num
```

The matrix element of $S\cdot I$ between $(a,b)$ and $(c,d)$ is one quarter of this sum; in the proof it is the auxiliary statement `entry`. Summing over $c$ and $d$ gives

$$(S\cdot I\,\psi)(a,b)=\tfrac12\psi(b,a)-\tfrac14\psi(a,b).$$

```lean
/-- `S·I` acts as half the exchange of the two spins minus one quarter. -/
theorem spinDot_mulVec_apply (ψ : SpinState) (a b : Fin 2) :
    (spinDot *ᵥ ψ) (a, b) = 1 / 2 * ψ (b, a) - 1 / 4 * ψ (a, b) := by
  -- matrix elements of S·I in terms of the Pauli matrices
  have entry : ∀ c d : Fin 2, spinDot (a, b) (c, d) =
      1 / 4 * ∑ i, pauli i a c * pauli i b d := by
    intro c d
    simp only [spinDot, spinS, spinI, ← Matrix.mul_kronecker_mul, Matrix.one_mul,
      Matrix.mul_one, Matrix.sum_apply, Matrix.kroneckerMap_apply, Matrix.smul_apply,
      smul_eq_mul, Finset.mul_sum]
    exact Finset.sum_congr rfl fun i _ => by ring
  simp only [Matrix.mulVec, dotProduct, Fintype.sum_prod_type, entry, pauli_completeness]
  fin_cases a <;> fin_cases b <;> simp [Fin.sum_univ_two] <;> ring
```

The singlet changes sign under exchange, $s(b,a)=-s(a,b)$, so its eigenvalue is $-\tfrac12-\tfrac14=-\tfrac34$.

```lean
/-- The singlet is an eigenvector of `S·I` with eigenvalue `-3/4`. -/
theorem spinDot_singlet : spinDot *ᵥ singlet = (-3 / 4 : ℂ) • singlet := by
  ext ⟨a, b⟩
  rw [spinDot_mulVec_apply]
  fin_cases a <;> fin_cases b <;> simp [singlet] <;> ring
```

For the value $\tfrac14$ there is an equivalence. The equation $\tfrac12\psi(b,a)-\tfrac14\psi(a,b)=\tfrac14\psi(a,b)$ says the same as $\psi(b,a)=\psi(a,b)$. The two calls to `linear_combination` carry out this rearrangement, one in each direction.

```lean
/-- `S·I` multiplies a state by `1/4` exactly when the state is triplet. -/
theorem spinDot_eq_quarter_iff (ψ : SpinState) :
    spinDot *ᵥ ψ = (1 / 4 : ℂ) • ψ ↔ IsTriplet ψ := by
  constructor
  · intro h a b
    have hab := congrFun h (a, b)
    rw [spinDot_mulVec_apply, Pi.smul_apply, smul_eq_mul] at hab
    linear_combination -2 * hab
  · intro h
    ext ⟨a, b⟩
    rw [spinDot_mulVec_apply, Pi.smul_apply, smul_eq_mul]
    linear_combination (-1 / 2) * h a b
```

## Amplitudes to the singlet

The overlap of any state with the singlet is

$$\langle s,\psi\rangle=\frac{\psi(0,1)-\psi(1,0)}{\sqrt2}.$$

```lean
/-- The overlap of a state with the singlet. -/
theorem singlet_overlap (ψ : SpinState) :
    star singlet ⬝ᵥ ψ = (ψ (0, 1) - ψ (1, 0)) / ((√2 : ℝ) : ℂ) := by
  simp [singlet, dotProduct, Fintype.sum_prod_type, Fin.sum_univ_two]
  ring
```

It vanishes exactly when $\psi(0,1)=\psi(1,0)$. Symmetry asks nothing of the entries with $a=b$, so this is the whole triplet condition.

```lean
/-- A state is triplet exactly when it is orthogonal to the singlet. -/
theorem isTriplet_iff_orthogonal (ψ : SpinState) :
    IsTriplet ψ ↔ star singlet ⬝ᵥ ψ = 0 := by
  have hs : ((√2 : ℝ) : ℂ) ≠ 0 := Complex.ofReal_ne_zero.mpr (by positivity)
  rw [singlet_overlap, div_eq_zero_iff, or_iff_left hs, sub_eq_zero]
  constructor
  · intro h
    exact h 0 1
  · intro h a b
    fin_cases a <;> fin_cases b <;> simp [h]
```

To find the amplitudes, apply $S_i$ and insert the result into the overlap formula. The two entries needed are

$$\begin{aligned}
(S_0\psi)(0,1)&=\tfrac12\psi(1,1), & (S_0\psi)(1,0)&=\tfrac12\psi(0,0),\\
(S_1\psi)(0,1)&=-\tfrac i2\psi(1,1), & (S_1\psi)(1,0)&=\tfrac i2\psi(0,0),\\
(S_2\psi)(0,1)&=\tfrac12\psi(0,1), & (S_2\psi)(1,0)&=-\tfrac12\psi(1,0).
\end{aligned}$$

Subtracting and dividing by $\sqrt2$ gives

$$\langle s,S_0\psi\rangle=\frac{\psi(1,1)-\psi(0,0)}{2\sqrt2},\quad
\langle s,S_1\psi\rangle=\frac{-i\,[\psi(1,1)+\psi(0,0)]}{2\sqrt2},\quad
\langle s,S_2\psi\rangle=\frac{\psi(0,1)+\psi(1,0)}{2\sqrt2}.$$

```lean
/-- The amplitudes of the three electron spin components from any state to the singlet. -/
theorem singlet_amplitudes (ψ : SpinState) :
    star singlet ⬝ᵥ (spinS 0 *ᵥ ψ) = (ψ (1, 1) - ψ (0, 0)) / (2 * ((√2 : ℝ) : ℂ)) ∧
    star singlet ⬝ᵥ (spinS 1 *ᵥ ψ) =
      (-(Complex.I * (ψ (1, 1) + ψ (0, 0)))) / (2 * ((√2 : ℝ) : ℂ)) ∧
    star singlet ⬝ᵥ (spinS 2 *ᵥ ψ) = (ψ (0, 1) + ψ (1, 0)) / (2 * ((√2 : ℝ) : ℂ)) := by
  refine ⟨?_, ?_, ?_⟩ <;> rw [singlet_overlap] <;>
    simp [spinS, pauli, Matrix.mulVec, dotProduct, Fintype.sum_prod_type,
      Fin.sum_univ_two, Matrix.kroneckerMap_apply, Matrix.one_apply] <;> ring
```

As a numerical instance, take $\psi(0,0)=\tfrac35$, $\psi(0,1)=\psi(1,0)=\tfrac{4}{5\sqrt2}$ and $\psi(1,1)=0$, a unit triplet state that mixes two basis states. The squared amplitudes are $\tfrac{9}{200}$, $\tfrac{9}{200}$ and $\tfrac{4}{25}$, and they add up to $\tfrac14$.

## The summed strength

For a general state, the parallelogram law $|u+v|^2+|u-v|^2=2|u|^2+2|v|^2$ combines the first two amplitudes. It also turns $|\psi(0,1)+\psi(1,0)|^2$ into $2|\psi(0,1)|^2+2|\psi(1,0)|^2-|\psi(0,1)-\psi(1,0)|^2$. Therefore

$$\sum_i|\langle s,S_i\psi\rangle|^2=\tfrac18\Big[2\sum_{a,b}|\psi(a,b)|^2-|\psi(0,1)-\psi(1,0)|^2\Big]=\tfrac14\Big[\sum_{a,b}|\psi(a,b)|^2-|\langle s,\psi\rangle|^2\Big].$$

In the proof, `h2` and `h8` pull the denominators $\sqrt2$ and $2\sqrt2$ out of the squared moduli. The rest is expanded into real and imaginary parts, and `ring` closes the identity.

```lean
/-- For any state, the strength to the singlet is one quarter of the difference between its squared
norm and the squared modulus of its overlap with the singlet. -/
theorem singletStrength_eq (ψ : SpinState) :
    singletStrength ψ = (∑ p, ‖ψ p‖ ^ 2 - ‖star singlet ⬝ᵥ ψ‖ ^ 2) / 4 := by
  have h2 : ∀ z : ℂ, ‖z / ((√2 : ℝ) : ℂ)‖ ^ 2 = ‖z‖ ^ 2 / 2 := by
    intro z
    rw [norm_div, Complex.norm_real, div_pow, Real.norm_eq_abs, sq_abs,
      Real.sq_sqrt (by norm_num)]
  have h8 : ∀ z : ℂ, ‖z / (2 * ((√2 : ℝ) : ℂ))‖ ^ 2 = ‖z‖ ^ 2 / 8 := by
    intro z
    rw [← div_div, h2, norm_div, div_pow, Complex.norm_ofNat]
    ring
  obtain ⟨hx, hy, hz⟩ := singlet_amplitudes ψ
  rw [singletStrength, Fin.sum_univ_three, hx, hy, hz, singlet_overlap]
  simp only [h8, h2, norm_neg, norm_mul, Complex.norm_I, one_mul]
  -- expand both sides into real and imaginary parts
  simp only [Fintype.sum_prod_type, Fin.sum_univ_two, Complex.sq_norm,
    Complex.normSq_apply, Complex.add_re, Complex.add_im, Complex.sub_re, Complex.sub_im]
  ring
```

For a unit state the right-hand side is $\tfrac14(1-|\langle s,\psi\rangle|^2)$. It equals $\tfrac14$ exactly when the overlap is zero, that is, when the state is triplet. The hypothesis `hψ` writes the normalisation as a sum of squares, because the norm that Mathlib gives to functions on a finite set is the largest modulus of an entry.

```lean
/-- A unit state has strength `1/4` to the singlet exactly when it is triplet. -/
theorem singletStrength_eq_quarter_iff (ψ : SpinState) (hψ : ∑ p, ‖ψ p‖ ^ 2 = 1) :
    singletStrength ψ = 1 / 4 ↔ IsTriplet ψ := by
  rw [isTriplet_iff_orthogonal, singletStrength_eq, hψ]
  constructor
  · intro h
    have h0 : ‖star singlet ⬝ᵥ ψ‖ ^ 2 = 0 := by linarith
    exact norm_eq_zero.mp (pow_eq_zero_iff (two_ne_zero) |>.mp h0)
  · intro h
    rw [h]
    norm_num
```

## The decay rate

The moment contributes the factor $(g\alpha/2)^2$ to every squared matrix element; `hsum` takes it out of the sum. For a unit triplet state,

$$\Gamma(\psi\to s)=\tfrac43\alpha^3\omega^3\cdot\frac{g^2\alpha^2}{4}\cdot\frac14=\frac{g^2\alpha^5\omega^3}{12}.$$

The identity holds for all real $g$, $\alpha$ and $\omega$, and it describes an emission rate when $\alpha$ and $\omega$ are positive.

```lean
/-- For every unit triplet state, the magnetic dipole rate formula `m1Rate` to the singlet has the
value `g²α⁵ω³/12`. -/
theorem m1Rate_triplet_singlet (g α ω : ℝ) (ψ : SpinState)
    (hψ : ∑ p, ‖ψ p‖ ^ 2 = 1) (ht : IsTriplet ψ) :
    m1Rate g α ω ψ singlet = g ^ 2 * α ^ 5 * ω ^ 3 / 12 := by
  -- the moment prefactor comes out of the sum over components
  have hsum : ∑ i, ‖star singlet ⬝ᵥ (magneticMoment g α i *ᵥ ψ)‖ ^ 2 =
      (g * α / 2) ^ 2 * singletStrength ψ := by
    rw [singletStrength, Finset.mul_sum]
    refine Finset.sum_congr rfl fun i _ => ?_
    rw [magneticMoment, Matrix.smul_mulVec, dotProduct_smul, smul_eq_mul, norm_mul,
      mul_pow, Complex.norm_real, Real.norm_eq_abs, sq_abs, neg_sq]
  rw [m1Rate, hsum, (singletStrength_eq_quarter_iff ψ hψ).mpr ht]
  ring

end

end HyperfineMagneticDipole
```

The triplet hypothesis `ht` matters. The product state with $\psi(0,1)=1$ and all other entries zero is normalised but not symmetric. Its only non-zero amplitude is $\langle s,S_2\psi\rangle=1/(2\sqrt2)$, so its strength is $\tfrac18$ and the rate formula returns $g^2\alpha^5\omega^3/24$, half the triplet value.

For the hyperfine line of ground-state hydrogen, in this spin-only model with the electron's moment alone, the rate can be computed from any one upper sublevel, and an average over the three sublevels gives the same number. This makes a simple test for a program that evaluates magnetic dipole rates sublevel by sublevel.

```lean
#print axioms HyperfineMagneticDipole.spinDot_singlet
#print axioms HyperfineMagneticDipole.spinDot_eq_quarter_iff
#print axioms HyperfineMagneticDipole.m1Rate_triplet_singlet
```

```
'HyperfineMagneticDipole.spinDot_singlet' depends on axioms: [propext, Classical.choice, Quot.sound]
'HyperfineMagneticDipole.spinDot_eq_quarter_iff' depends on axioms: [propext, Classical.choice, Quot.sound]
'HyperfineMagneticDipole.m1Rate_triplet_singlet' depends on axioms: [propext, Classical.choice, Quot.sound]
```
